# With real coupling and $\operatorname{Im} w>0$, $n$ scalar decimation steps give the surface Green function of $2^n$ layers

## A surface on a stack of layers

An electron at the surface of a crystal feels the layers below it. In screened KKR the coupling between layers is short-ranged, so the layers can be grouped until each one couples only to its neighbours. The surface Green function can then be built by adding one layer at a time, or by decimation, which eliminates every second layer and so doubles the spacing at each step. How many layers has decimation accounted for after $n$ steps?

Take one channel per layer, a diagonal element $w$ and a real coupling $v$. With amplitudes $x_j$ and a unit source on surface layer 0, the equations are $wx_0-vx_1=1$ at the surface and $wx_j-v(x_{j-1}+x_{j+1})=0$ below it, with amplitude zero beyond the last layer. Let $s_N$ be the surface response $x_0$ of $N$ layers. When a layer is put on top of $N$ others, the old stack sees the source $vx_0$, so $x_1=s_Nvx_0$ and

$$s_{N+1}=\frac{1}{w-v^2s_N},\qquad s_0=0.$$

In a tight-binding layer with on-site energy $\varepsilon$, $w=E+i\eta-\varepsilon$, and $\operatorname{Im}w>0$ means that the energy lies above the real axis.

## Eliminating every second layer

Let the coupling be $a$, the interior element $b\neq0$ and the surface element $c$. Layers 1 and 3 carry no source, so

$$x_1=\frac{a(x_0+x_2)}{b},\qquad x_3=\frac{a(x_2+x_4)}{b}.$$

Inserting these into $cx_0-ax_1=g$ and $bx_2-a(x_1+x_3)=f$, where $g$ and $f$ are sources, gives

$$\Big(c-\frac{a^2}{b}\Big)x_0-\frac{a^2}{b}x_2=g,\qquad
\Big(b-\frac{2a^2}{b}\Big)x_2-\frac{a^2}{b}(x_0+x_4)=f.$$

The form is unchanged. Starting from $a_0=v$, $b_0=c_0=w$, the update is

$$a_{n+1}=\frac{a_n^2}{b_n},\qquad b_{n+1}=b_n-\frac{2a_n^2}{b_n},\qquad c_{n+1}=c_n-\frac{a_n^2}{b_n}.$$

## What is proved, and for which model

The theorem `decimation_eq_slab` says that, for complex $w$ with $\operatorname{Im}w>0$ and any real $v$, including zero:

- $w-v^2s_N\neq0$ for every $N$;
- $b_n\neq0$, $c_n\neq0$ and $1/c_n=s_{2^n}$ for every $n$.

In Lean, `slab w v N` is $s_N$, defined by its recursion; the layer equations above motivate that definition. A `Layers` record holds $a$, $b$, $c$ as `hop`, `bulk`, `surf`, and `decimation w v n` applies `decimateStep` $n$ times. The coupling enters the layer equations with a minus sign. Since Lean sets division by zero to zero, the nonvanishing statements are what make the formulas mean what they say.

For this scalar model with real nearest-layer coupling, the number of decimation steps thus grows only as the logarithm of the slab thickness. The matrix blocks and complex couplings of a full KKR calculation are not covered, nor is the limit of a semi-infinite crystal.

## Why no denominator vanishes

First, $\operatorname{Im}s_N\le0$. This holds for $s_0=0$. If it holds for $N$, then $\operatorname{Im}(w-v^2s_N)=\operatorname{Im}w-v^2\operatorname{Im}s_N>0$, and since $\operatorname{Im}(1/z)=-\operatorname{Im}z/|z|^2$, it holds for $N+1$. Hence, for every real $r\ge0$,

$$\operatorname{Im}(w-r s_N)>0.$$

The cases $r=v^2$ and $r=2v^2$ are the ones needed.

## Doubling the slab

Define $p_0=0$, $p_1=1$, $p_{N+2}=wp_{N+1}-v^2p_N$. Three facts follow by induction.

**Ratio.** $p_{N+1}\neq0$ and $s_Np_{N+1}=p_N$. The step is $p_{N+2}=(w-v^2s_N)p_{N+1}$, a product of nonzero factors, which also gives $s_{N+1}p_{N+2}=p_{N+1}$.

**Addition.** $p_{m+n+1}=p_{m+1}p_{n+1}-v^2p_mp_n$. The case $m=0$ is immediate. Using the formula for $m$ with $n+1$ in place of $n$,
$$p_{m+n+2}=p_{m+1}(wp_{n+1}-v^2p_n)-v^2p_mp_{n+1}=p_{m+2}p_{n+1}-v^2p_{m+1}p_n.$$

**Invariant.** $Q_N=p_{N+1}^2-wp_Np_{N+1}+v^2p_N^2=v^{2N}$. Here $Q_0=1$, and
$$Q_{N+1}=p_{N+2}(p_{N+2}-wp_{N+1})+v^2p_{N+1}^2=-v^2p_N(wp_{N+1}-v^2p_N)+v^2p_{N+1}^2=v^2Q_N.$$

Now claim that, with $K+1=2^n$,

$$a_n=\frac{v^{K+1}}{p_{K+1}},\qquad b_n=w-2v^2s_K,\qquad c_n=w-v^2s_K.$$

For $n=0$, $K=0$ and these are $v,w,w$. Suppose the claim holds at $n$ with $J+1=2^n$; the next value is $K=2J+1$. The addition formula gives

$$p_{2J+2}=p_{J+1}(wp_{J+1}-2v^2p_J)=p_{J+1}^2b_n,\qquad p_{2J+1}=p_{J+1}^2-v^2p_J^2.$$

Therefore

$$s_{2J+1}-s_J=\frac{p_{2J+1}-s_Jp_{J+1}^2(w-2v^2s_J)}{p_{2J+2}}=\frac{Q_J}{p_{2J+2}}=\frac{v^{2J}}{p_{2J+2}},$$

and

$$\frac{a_n^2}{b_n}=\frac{v^{2J+2}}{p_{2J+2}}=v^2(s_{2J+1}-s_J).$$

The first equality is the claim for $a_{n+1}$; subtracting the second expression twice from $b_n$ and once from $c_n$ gives the other two. Finally, $1/c_n=1/(w-v^2s_K)=s_{K+1}=s_{2^n}$.

## Four layers with $w=i$, $v=1$

Layer by layer, $s_1=-i$, $s_2=-i/2$, $s_3=-2i/3$, $s_4=-3i/5$.

The first decimation step gives $a_1=-i$, $b_1=3i$, $c_1=2i$, so $1/c_1=-i/2=s_2$. In the second, $a_1^2/b_1=i/3$, so $c_2=2i-i/3=5i/3$ and $1/c_2=-3i/5=s_4$.

## The Lean file

```lean
import Mathlib

namespace ScreenedKKRDecimation

noncomputable section

/-- Surface Green function of a slab of `N` layers with on-layer element `w` and
coupling `v`, built by adding one layer at a time; it is zero for no layers.
The domain is that of nonzero denominators `w - v² s_N`. -/
def slab (w : ℂ) (v : ℝ) : ℕ → ℂ
  | 0 => 0
  | N + 1 => 1 / (w - (v : ℂ) ^ 2 * slab w v N)

/-- The elements of a layered system: coupling between neighbouring layers,
diagonal element of an interior layer, diagonal element of the surface layer. -/
structure Layers where
  hop : ℂ
  bulk : ℂ
  surf : ℂ

/-- One decimation step, `a ↦ a²/b`, `b ↦ b - 2a²/b`, `c ↦ c - a²/b`,
for a nonzero interior element `b`. -/
def decimateStep (L : Layers) : Layers :=
  ⟨L.hop ^ 2 / L.bulk, L.bulk - 2 * L.hop ^ 2 / L.bulk, L.surf - L.hop ^ 2 / L.bulk⟩

/-- The elements after `n` decimation steps, starting from identical layers with
diagonal element `w` and coupling `v`; the interior elements met on the way
have to be nonzero. -/
def decimation (w : ℂ) (v : ℝ) : ℕ → Layers
  | 0 => ⟨v, w, w⟩
  | n + 1 => decimateStep (decimation w v n)

/-- The layer polynomials `p_0 = 0`, `p_1 = 1`, `p_(N+2) = w p_(N+1) - v² p_N`. -/
def layerPoly (w : ℂ) (v : ℝ) : ℕ → ℂ
  | 0 => 0
  | 1 => 1
  | N + 2 => w * layerPoly w v (N + 1) - (v : ℂ) ^ 2 * layerPoly w v N

/-- Eliminating layers 1 and 3, which carry no source and have a nonzero diagonal
element, leaves equations of the same form for layers 0 (surface) and 2 (interior),
with the elements given by the decimation step. -/
theorem eliminate_alternate_layers (L : Layers) (hb : L.bulk ≠ 0)
    {x0 x1 x2 x3 x4 f g : ℂ}
    (h0 : L.surf * x0 - L.hop * x1 = g)
    (h1 : L.bulk * x1 = L.hop * (x0 + x2))
    (h2 : L.bulk * x2 - L.hop * (x1 + x3) = f)
    (h3 : L.bulk * x3 = L.hop * (x2 + x4)) :
    (decimateStep L).surf * x0 - (decimateStep L).hop * x2 = g ∧
    (decimateStep L).bulk * x2 - (decimateStep L).hop * (x0 + x4) = f := by
  have e1 : x1 = L.hop * (x0 + x2) / L.bulk := by
    rw [eq_div_iff hb]
    linear_combination h1
  have e3 : x3 = L.hop * (x2 + x4) / L.bulk := by
    rw [eq_div_iff hb]
    linear_combination h3
  simp only [decimateStep]
  constructor
  · rw [← h0, e1]
    ring
  · rw [← h2, e1, e3]
    ring

/-- If `Im w > 0`, a layer coupled to slabs with total real weight `r ≥ 0` has an
inverse Green function `w - r s_N` with positive imaginary part. -/
theorem embedded_im_pos {w : ℂ} (v : ℝ) (hw : 0 < w.im) (N : ℕ) {r : ℝ} (hr : 0 ≤ r) :
    0 < (w - (r : ℂ) * slab w v N).im := by
  -- the slab Green function never has a positive imaginary part
  have hs : (slab w v N).im ≤ 0 := by
    induction N with
    | zero => simp [slab]
    | succ N ih =>
      have hd : 0 ≤ (w - (v : ℂ) ^ 2 * slab w v N).im := by
        rw [← Complex.ofReal_pow, Complex.sub_im, Complex.im_ofReal_mul]
        nlinarith [mul_nonneg (sq_nonneg v) (neg_nonneg.mpr ih)]
      rw [slab, one_div, Complex.inv_im]
      exact div_nonpos_of_nonpos_of_nonneg (by linarith) (Complex.normSq_nonneg _)
  rw [Complex.sub_im, Complex.im_ofReal_mul]
  nlinarith [mul_nonneg hr (neg_nonneg.mpr hs)]


/-- For `Im w > 0` the polynomials `p_(N+1)` do not vanish, and `s_N p_(N+1) = p_N`. -/
theorem slab_mul_layerPoly {w : ℂ} (v : ℝ) (hw : 0 < w.im) (N : ℕ) :
    layerPoly w v (N + 1) ≠ 0 ∧
      slab w v N * layerPoly w v (N + 1) = layerPoly w v N := by
  induction N with
  | zero => simp [slab, layerPoly]
  | succ N ih =>
    have hp := embedded_im_pos v hw N (sq_nonneg v)
    push_cast at hp
    have hd : w - (v : ℂ) ^ 2 * slab w v N ≠ 0 := fun h0 => by simp [h0] at hp
    have e : layerPoly w v (N + 1 + 1) =
        (w - (v : ℂ) ^ 2 * slab w v N) * layerPoly w v (N + 1) := by
      rw [layerPoly]
      linear_combination (v : ℂ) ^ 2 * ih.2
    rw [e]
    refine ⟨mul_ne_zero hd ih.1, ?_⟩
    rw [slab, one_div, inv_mul_cancel_left₀ hd]

/-- Joining two stacks of layers: `p_(m+n+1) = p_(m+1) p_(n+1) - v² p_m p_n`. -/
theorem layerPoly_add (w : ℂ) (v : ℝ) (m n : ℕ) :
    layerPoly w v (m + n + 1) = layerPoly w v (m + 1) * layerPoly w v (n + 1)
      - (v : ℂ) ^ 2 * layerPoly w v m * layerPoly w v n := by
  induction m generalizing n with
  | zero => simp [layerPoly]
  | succ m ih =>
    have e : m + 1 + n + 1 = m + (n + 1) + 1 := by omega
    have e1 : layerPoly w v (n + 1 + 1) =
        w * layerPoly w v (n + 1) - (v : ℂ) ^ 2 * layerPoly w v n := by rw [layerPoly]
    have e2 : layerPoly w v (m + 1 + 1) =
        w * layerPoly w v (m + 1) - (v : ℂ) ^ 2 * layerPoly w v m := by rw [layerPoly]
    rw [e, ih (n + 1), e1, e2]
    ring

/-- The quadratic form `p_(N+1)² - w p_N p_(N+1) + v² p_N²` equals `v^(2N)`. -/
theorem layerPoly_invariant (w : ℂ) (v : ℝ) (N : ℕ) :
    layerPoly w v (N + 1) ^ 2 - w * layerPoly w v N * layerPoly w v (N + 1)
      + (v : ℂ) ^ 2 * layerPoly w v N ^ 2 = ((v : ℂ) ^ 2) ^ N := by
  induction N with
  | zero => simp [layerPoly]
  | succ N ih =>
    have e : layerPoly w v (N + 1 + 1) =
        w * layerPoly w v (N + 1) - (v : ℂ) ^ 2 * layerPoly w v N := by rw [layerPoly]
    rw [e, pow_succ ((v : ℂ) ^ 2) N]
    linear_combination (v : ℂ) ^ 2 * ih

/-- For `Im w > 0` and `K + 1 = 2^n`, the decimated coupling is `v^(K+1)/p_(K+1)`, the
interior element is that of a layer between two slabs of `K` layers, and the surface
element that of a layer on one such slab. -/
theorem decimation_closed_form {w : ℂ} (v : ℝ) (hw : 0 < w.im) (n K : ℕ)
    (hK : K + 1 = 2 ^ n) :
    decimation w v n = ⟨(v : ℂ) ^ (K + 1) / layerPoly w v (K + 1),
      w - 2 * (v : ℂ) ^ 2 * slab w v K, w - (v : ℂ) ^ 2 * slab w v K⟩ := by
  induction n generalizing K with
  | zero =>
    have h0 : K = 0 := by simpa using hK
    subst h0
    simp [decimation, layerPoly, slab]
  | succ n ih =>
    obtain ⟨J, hJ⟩ : ∃ J, J + 1 = 2 ^ n :=
      ⟨2 ^ n - 1, Nat.sub_add_cancel Nat.one_le_two_pow⟩
    have hKJ : K = J + J + 1 := by
      rw [pow_succ] at hK
      omega
    subst hKJ
    obtain ⟨hx, hy⟩ := slab_mul_layerPoly v hw J
    have hp := embedded_im_pos v hw J (r := 2 * v ^ 2) (by positivity)
    push_cast at hp
    have hb : w - 2 * (v : ℂ) ^ 2 * slab w v J ≠ 0 := fun h0 => by simp [h0] at hp
    -- `p_(2J+2)` is `p_(J+1)²` times the interior element `w - 2v² s_J`
    have hq : layerPoly w v (J + J + 1 + 1) =
        layerPoly w v (J + 1) ^ 2 * (w - 2 * (v : ℂ) ^ 2 * slab w v J) := by
      have e : J + J + 1 + 1 = (J + 1) + J + 1 := by omega
      have e2 : layerPoly w v (J + 1 + 1) =
          w * layerPoly w v (J + 1) - (v : ℂ) ^ 2 * layerPoly w v J := by rw [layerPoly]
      rw [e, layerPoly_add, e2, ← hy]
      ring
    -- `a²/b` is `v²` times the change of the slab Green function from `J` to `2J+1` layers
    have hd : ((v : ℂ) ^ (J + 1) / layerPoly w v (J + 1)) ^ 2 /
        (w - 2 * (v : ℂ) ^ 2 * slab w v J) =
        (v : ℂ) ^ 2 * (slab w v (J + J + 1) - slab w v J) := by
      have hT := (slab_mul_layerPoly v hw (J + J + 1)).2
      have hC := layerPoly_invariant w v J
      rw [hq, layerPoly_add, ← hy] at hT
      rw [← hy] at hC
      rw [div_pow, div_div, div_eq_iff (mul_ne_zero (pow_ne_zero 2 hx) hb)]
      linear_combination (-(v : ℂ) ^ 2) * hC - (v : ℂ) ^ 2 * hT
    rw [decimation, ih J hJ]
    simp only [decimateStep, Layers.mk.injEq]
    refine ⟨?_, ?_, ?_⟩
    · rw [hq, div_pow, div_div]
      congr 1
      ring
    · rw [mul_div_assoc, hd]
      ring
    · rw [hd]
      ring

/-- For `Im w > 0` and real coupling, no denominator vanishes in the slab recursion or
in the decimation, and the inverse surface element after `n` decimation steps is the
surface Green function of a slab of `2^n` layers. -/
theorem decimation_eq_slab {w : ℂ} (v : ℝ) (hw : 0 < w.im) :
    (∀ N, w - (v : ℂ) ^ 2 * slab w v N ≠ 0) ∧
    ∀ n, (decimation w v n).bulk ≠ 0 ∧ (decimation w v n).surf ≠ 0 ∧
      1 / (decimation w v n).surf = slab w v (2 ^ n) := by
  have hs : ∀ N, w - (v : ℂ) ^ 2 * slab w v N ≠ 0 := by
    intro N h0
    have hp := embedded_im_pos v hw N (sq_nonneg v)
    push_cast at hp
    simp [h0] at hp
  refine ⟨hs, fun n => ?_⟩
  obtain ⟨K, hK⟩ : ∃ K, K + 1 = 2 ^ n :=
    ⟨2 ^ n - 1, Nat.sub_add_cancel Nat.one_le_two_pow⟩
  rw [decimation_closed_form v hw n K hK, ← hK]
  refine ⟨?_, hs K, by rw [slab]⟩
  intro h0
  change w - 2 * (v : ℂ) ^ 2 * slab w v K = 0 at h0
  have hp := embedded_im_pos v hw K (r := 2 * v ^ 2) (by positivity)
  push_cast at hp
  simp [h0] at hp


end

end ScreenedKKRDecimation
```

```lean
#print axioms ScreenedKKRDecimation.eliminate_alternate_layers
-- 'ScreenedKKRDecimation.eliminate_alternate_layers' depends on axioms: [propext, Classical.choice, Quot.sound]
#print axioms ScreenedKKRDecimation.decimation_eq_slab
-- 'ScreenedKKRDecimation.decimation_eq_slab' depends on axioms: [propext, Classical.choice, Quot.sound]
```

## From the algebra to the Lean proof

`eliminate_alternate_layers` solves for `x1` and `x3` and substitutes them, with `ring` closing the algebra. It justifies the update rule physically; the later proofs do not call it.

`embedded_im_pos` contains the sign induction. To show that $w-v^2s_N$ or $w-2v^2s_N$ is nonzero, the later proofs assume that it is zero and contradict this lemma; the polynomials $p_{N+1}$ are then nonzero as products of nonzero factors.

`slab_mul_layerPoly`, `layerPoly_add` and `layerPoly_invariant` are the ratio, addition and invariant facts. The addition induction keeps `n` general because its step uses the formula at `n + 1`.

`decimation_closed_form` carries out the doubling induction. Its local result `hq` is $p_{2J+2}=p_{J+1}^2b_n$, and `hd` is the formula for $a_n^2/b_n$. For `hd`, the denominators are cleared and `linear_combination` combines the invariant with the ratio identity for $2J+1$ layers. The three components of the record are then checked separately.

`decimation_eq_slab` picks $K$ with $K+1=2^n$, inserts the closed form and unfolds one step of `slab`.
